# The summed autocovariance of a mixing finite Markov chain, from the Poisson equation

To put an error bar on the average of an observable over a long Markov chain Monte Carlo run, one can add up its autocovariances $c(k)$ at lag $k$ in the combination $c(0)+2\sum_{k\ge1}c(k)$, divide by the number of samples and take the square root. For a finite chain whose distribution tends to the stationary one from every starting state, this sum converges, and its limit follows from the solution of one linear equation.

```lean
import Mathlib

open Matrix Filter Topology

namespace PoissonAsymptoticVariance

noncomputable section

variable {X : Type*} [Fintype X] [DecidableEq X]

/-- The transition matrix `P` is row-stochastic and `p` is a stationary probability for it. -/
structure IsStationary (P : Matrix X X ℝ) (p : X → ℝ) : Prop where
  nonneg : ∀ x y, 0 ≤ P x y
  row_sum : ∀ x, ∑ y, P x y = 1
  prob_nonneg : ∀ x, 0 ≤ p x
  prob_sum : ∑ x, p x = 1
  stationary : ∀ y, ∑ x, p x * P x y = p y

/-- From every starting state the distribution after `n` steps tends to `p`. -/
def Mixes (P : Matrix X X ℝ) (p : X → ℝ) : Prop :=
  ∀ x y, Tendsto (fun n : ℕ => (P ^ n) x y) atTop (𝓝 (p y))

/-- The inner product `⟨f, g⟩_p` of two observables, weighted by `p`. -/
def ip (p f g : X → ℝ) : ℝ := ∑ x, p x * (f x * g x)

/-- The lag-`k` autocovariance `c(k) = ⟨f, P^k f⟩_p`, for an observable `f` of mean zero. -/
def autocov (P : Matrix X X ℝ) (p f : X → ℝ) (k : ℕ) : ℝ := ip p f (P ^ k *ᵥ f)

variable {P : Matrix X X ℝ} {p f g : X → ℝ}

omit [DecidableEq X] in
/-- One step of the chain leaves the stationary mean of an observable unchanged. -/
theorem mean_step (h : IsStationary P p) (g : X → ℝ) :
    ∑ x, p x * (P *ᵥ g) x = ∑ y, p y * g y := by
  simp only [Matrix.mulVec, dotProduct, Finset.mul_sum]
  rw [Finset.sum_comm]
  refine Finset.sum_congr rfl fun y _ => ?_
  calc ∑ x, p x * (P x y * g y) = (∑ x, p x * P x y) * g y := by
        rw [Finset.sum_mul]
        exact Finset.sum_congr rfl fun x _ => by ring
    _ = p y * g y := by rw [h.stationary y]

/-- In a mixing chain the expected value of `g` after `n` steps tends to its mean under `p`. -/
theorem tendsto_expectation (hm : Mixes P p) (g : X → ℝ) (x : X) :
    Tendsto (fun n : ℕ => (P ^ n *ᵥ g) x) atTop (𝓝 (∑ y, p y * g y)) := by
  simp only [Matrix.mulVec, dotProduct]
  exact tendsto_finsetSum _ fun y _ => (hm x y).mul_const (g y)

/-- For a mixing chain with stationary probability `p`, the Poisson equation `g - P g = f`
has a solution exactly when `f` has mean zero under `p`. -/
theorem poisson_solvable_iff (h : IsStationary P p) (hm : Mixes P p) (f : X → ℝ) :
    (∃ g, g - P *ᵥ g = f) ↔ ∑ x, p x * f x = 0 := by
  constructor
  · rintro ⟨g, rfl⟩
    simp only [Pi.sub_apply, mul_sub, Finset.sum_sub_distrib]
    rw [mean_step h, sub_self]
  · intro hf
    -- adding the projection on the mean makes `1 - P` invertible
    let M : Matrix X X ℝ := 1 - P + Matrix.of fun _ y => p y
    have hM : ∀ v x, (M *ᵥ v) x = v x - (P *ᵥ v) x + ∑ y, p y * v y := by
      intro v x
      simp only [M, Matrix.add_mulVec, Matrix.sub_mulVec, Matrix.one_mulVec,
        Pi.add_apply, Pi.sub_apply]
      rfl
    have hmean : ∀ v, ∑ x, p x * (M *ᵥ v) x = ∑ y, p y * v y := by
      intro v
      simp only [hM, mul_add, mul_sub, Finset.sum_add_distrib, Finset.sum_sub_distrib]
      rw [mean_step h, ← Finset.sum_mul, h.prob_sum]
      ring
    have hinj : Function.Injective M.mulVecLin := by
      rw [injective_iff_map_eq_zero]
      intro v hv
      have hv' : M *ᵥ v = 0 := hv
      have h0 : ∑ y, p y * v y = 0 := by
        rw [← hmean v, hv']
        simp
      have hP : P *ᵥ v = v := by
        funext x
        have hx := hM v x
        rw [hv', h0, Pi.zero_apply] at hx
        linarith
      have hpow : ∀ n : ℕ, P ^ n *ᵥ v = v := by
        intro n
        induction n with
        | zero => simp
        | succ n ih => rw [pow_succ, ← Matrix.mulVec_mulVec, hP, ih]
      funext x
      have ht := tendsto_expectation hm v x
      simp only [hpow, h0] at ht
      exact tendsto_nhds_unique tendsto_const_nhds ht
    obtain ⟨g, hg⟩ := LinearMap.injective_iff_surjective.mp hinj f
    have hg' : M *ᵥ g = f := hg
    refine ⟨g, funext fun x => ?_⟩
    have hx := hM g x
    rw [← hmean g, hg', hf] at hx
    rw [Pi.sub_apply]
    linarith

/-- If `g - P g = f`, the autocovariance sum up to lag `n` telescopes to
`⟨g, g⟩_p - ⟨P g, P g⟩_p` minus the remainder `2 ⟨f, P^(n+1) g⟩_p`. -/
theorem partial_sum (hf : g - P *ᵥ g = f) (n : ℕ) :
    autocov P p f 0 + 2 * ∑ k ∈ Finset.range n, autocov P p f (k + 1) =
      ip p g g - ip p (P *ᵥ g) (P *ᵥ g) - 2 * ip p f (P ^ (n + 1) *ᵥ g) := by
  have hc : ∀ k, autocov P p f k = ip p f (P ^ k *ᵥ g) - ip p f (P ^ (k + 1) *ᵥ g) := by
    intro k
    have hk : P ^ k *ᵥ f = P ^ k *ᵥ g - P ^ (k + 1) *ᵥ g := by
      rw [← hf, Matrix.mulVec_sub, Matrix.mulVec_mulVec, ← pow_succ]
    simp only [autocov, ip, hk, Pi.sub_apply, mul_sub, Finset.sum_sub_distrib]
  induction n with
  | zero =>
    have hb : ip p f g + ip p f (P *ᵥ g) = ip p g g - ip p (P *ᵥ g) (P *ᵥ g) := by
      simp only [ip, ← Finset.sum_add_distrib, ← Finset.sum_sub_distrib]
      refine Finset.sum_congr rfl fun x _ => ?_
      rw [← hf, Pi.sub_apply]
      ring
    have h0 := hc 0
    simp only [pow_zero, Matrix.one_mulVec, zero_add, pow_one] at h0
    simp only [Finset.range_zero, Finset.sum_empty, zero_add, pow_one]
    linarith
  | succ n ih =>
    rw [Finset.sum_range_succ]
    have hn := hc (n + 1)
    linarith

omit [DecidableEq X] in
/-- For a stationary chain, `⟨g, g⟩_p - ⟨P g, P g⟩_p` is the average under `p` of the variance
of `g` after one step from a given state. -/
theorem one_step_variance (h : IsStationary P p) (g : X → ℝ) :
    ip p g g - ip p (P *ᵥ g) (P *ᵥ g) =
      ∑ x, p x * ∑ y, P x y * (g y - (P *ᵥ g) x) ^ 2 := by
  have hx : ∀ x, ∑ y, P x y * (g y - (P *ᵥ g) x) ^ 2 =
      (P *ᵥ fun y => g y * g y) x - (P *ᵥ g) x * (P *ᵥ g) x := by
    intro x
    have h1 : ∑ y, P x y * g y = (P *ᵥ g) x := rfl
    have h2 : ∑ y, P x y * (g y * g y) = (P *ᵥ fun y => g y * g y) x := rfl
    calc ∑ y, P x y * (g y - (P *ᵥ g) x) ^ 2
        = ∑ y, (P x y * (g y * g y) - 2 * (P *ᵥ g) x * (P x y * g y)
            + (P *ᵥ g) x ^ 2 * P x y) := Finset.sum_congr rfl fun y _ => by ring
      _ = _ := by
        rw [Finset.sum_add_distrib, Finset.sum_sub_distrib, ← Finset.mul_sum,
          ← Finset.mul_sum, h1, h2, h.row_sum]
        ring
  simp only [hx, mul_sub, Finset.sum_sub_distrib]
  rw [mean_step h]
  rfl

/-- For a mixing chain with stationary probability `p` and `g - P g = f`, the sum
`c(0) + 2 (c(1) + ... + c(n))` converges to `⟨g, g⟩_p - ⟨P g, P g⟩_p`, which is nonnegative. -/
theorem asymptotic_variance (h : IsStationary P p) (hm : Mixes P p) (hf : g - P *ᵥ g = f) :
    Tendsto (fun n : ℕ => autocov P p f 0 + 2 * ∑ k ∈ Finset.range n, autocov P p f (k + 1))
      atTop (𝓝 (ip p g g - ip p (P *ᵥ g) (P *ᵥ g))) ∧
    0 ≤ ip p g g - ip p (P *ᵥ g) (P *ᵥ g) := by
  constructor
  · have h0 : ∑ x, p x * f x = 0 := (poisson_solvable_iff h hm f).mp ⟨g, hf⟩
    -- the remainder tends to (mean of f) * (mean of g) = 0
    have hr : Tendsto (fun n : ℕ => ip p f (P ^ n *ᵥ g)) atTop (𝓝 0) := by
      have hs : ∑ x, p x * (f x * ∑ y, p y * g y) = 0 := by
        simp only [← mul_assoc]
        rw [← Finset.sum_mul, h0, zero_mul]
      rw [← hs]
      exact tendsto_finsetSum _ fun x _ =>
        ((tendsto_expectation hm g x).const_mul (f x)).const_mul (p x)
    have hl := ((hr.comp (tendsto_add_atTop_nat 1)).const_mul 2).const_sub
      (ip p g g - ip p (P *ᵥ g) (P *ᵥ g))
    rw [mul_zero, sub_zero] at hl
    exact hl.congr fun n => (partial_sum hf n).symm
  · rw [one_step_variance h]
    exact Finset.sum_nonneg fun x _ => mul_nonneg (h.prob_nonneg x)
      (Finset.sum_nonneg fun y _ => mul_nonneg (h.nonneg x y) (sq_nonneg _))

/-- Summing `c(|i - j|)` over all pairs of `N` sampling times is the same as adding up the
sums `c(0) + 2 (c(1) + ... + c(n))` for `n < N`. -/
theorem sum_over_pairs (c : ℕ → ℝ) (N : ℕ) :
    ∑ i ∈ Finset.range N, ∑ j ∈ Finset.range N, c ((i : ℤ) - j).natAbs =
      ∑ n ∈ Finset.range N, (c 0 + 2 * ∑ k ∈ Finset.range n, c (k + 1)) := by
  induction N with
  | zero => simp
  | succ N ih =>
    -- the new row and the new column each contribute c(1) + ... + c(N)
    have hr : ∑ i ∈ Finset.range N, c ((i : ℤ) - N).natAbs =
        ∑ k ∈ Finset.range N, c (k + 1) := by
      rw [← Finset.sum_range_reflect]
      refine Finset.sum_congr rfl fun i hi => ?_
      have hi' := Finset.mem_range.mp hi
      exact congrArg c (by omega)
    have hr' : ∑ j ∈ Finset.range N, c ((N : ℤ) - j).natAbs =
        ∑ k ∈ Finset.range N, c (k + 1) := by
      rw [← hr]
      exact Finset.sum_congr rfl fun j _ => congrArg c (by omega)
    simp only [Finset.sum_range_succ, Finset.sum_add_distrib, sub_self,
      Int.natAbs_zero] at ih ⊢
    linarith

/-- For a mixing chain with stationary probability `p` and `g - P g = f`, the sum of
`c(|i - j|)` over all pairs of `N` samples, divided by `N`, tends to
`⟨g, g⟩_p - ⟨P g, P g⟩_p`. -/
theorem run_variance (h : IsStationary P p) (hm : Mixes P p) (hf : g - P *ᵥ g = f) :
    Tendsto (fun N : ℕ => (∑ i ∈ Finset.range N, ∑ j ∈ Finset.range N,
      autocov P p f ((i : ℤ) - j).natAbs) / (N : ℝ))
      atTop (𝓝 (ip p g g - ip p (P *ᵥ g) (P *ᵥ g))) := by
  refine (asymptotic_variance h hm hf).1.cesaro.congr fun N => ?_
  rw [sum_over_pairs, div_eq_inv_mul]

/-- The two-state chain that changes its state with probability `1/4` at each step. -/
def twoState : Matrix (Fin 2) (Fin 2) ℝ := !![3/4, 1/4; 1/4, 3/4]

/-- The two-state chain is stationary and mixing for the uniform probability; `g = (2, -2)`
solves the Poisson equation for `f = (1, -1)`, and `⟨g, g⟩_p - ⟨P g, P g⟩_p = 3`. -/
theorem twoState_witness :
    IsStationary twoState (fun _ => 1/2) ∧ Mixes twoState (fun _ => 1/2) ∧
    ![2, -2] - twoState *ᵥ ![2, -2] = ![1, -1] ∧
    ip (fun _ => 1/2) ![2, -2] ![2, -2] -
      ip (fun _ => 1/2) (twoState *ᵥ ![2, -2]) (twoState *ᵥ ![2, -2]) = 3 := by
  have hg : twoState *ᵥ ![2, -2] = ![1, -1] := by
    ext i
    fin_cases i <;> norm_num [twoState, Matrix.mulVec, dotProduct, Fin.sum_univ_succ]
  refine ⟨⟨?_, ?_, ?_, ?_, ?_⟩, ?_, ?_, ?_⟩
  · intro x y
    fin_cases x <;> fin_cases y <;> norm_num [twoState]
  · intro x
    fin_cases x <;> norm_num [twoState, Fin.sum_univ_succ]
  · intro x
    norm_num
  · norm_num [Fin.sum_univ_succ]
  · intro y
    fin_cases y <;> norm_num [twoState, Fin.sum_univ_succ]
  · -- the deviation from the uniform distribution halves at each step
    have hpow : ∀ n : ℕ, twoState ^ n =
        !![(1 + (1/2) ^ n) / 2, (1 - (1/2) ^ n) / 2;
           (1 - (1/2) ^ n) / 2, (1 + (1/2) ^ n) / 2] := by
      intro n
      induction n with
      | zero => ext i j; fin_cases i <;> fin_cases j <;> norm_num
      | succ n ih =>
        rw [pow_succ, ih, twoState, Matrix.mul_fin_two, pow_succ]
        congr 1
        ext i j
        fin_cases i <;> fin_cases j <;> simp <;> ring
    have hr : Tendsto (fun n : ℕ => ((1/2 : ℝ)) ^ n) atTop (𝓝 0) :=
      tendsto_pow_atTop_nhds_zero_of_lt_one (by norm_num) (by norm_num)
    have hplus : Tendsto (fun n : ℕ => (1 + (1/2 : ℝ) ^ n) / 2) atTop (𝓝 (1/2)) := by
      simpa only [add_zero] using (hr.const_add 1).div_const 2
    have hminus : Tendsto (fun n : ℕ => (1 - (1/2 : ℝ) ^ n) / 2) atTop (𝓝 (1/2)) := by
      simpa only [sub_zero] using (hr.const_sub 1).div_const 2
    intro x y
    simp only [hpow]
    fin_cases x <;> fin_cases y
    · exact hplus
    · exact hminus
    · exact hminus
    · exact hplus
  · rw [hg]
    ext i
    fin_cases i <;> norm_num
  · rw [hg]
    norm_num [ip, Fin.sum_univ_succ]

end

end PoissonAsymptoticVariance
```

```lean
#print axioms PoissonAsymptoticVariance.poisson_solvable_iff
#print axioms PoissonAsymptoticVariance.run_variance
```

```
'PoissonAsymptoticVariance.poisson_solvable_iff' depends on axioms: [propext, Classical.choice, Quot.sound]
'PoissonAsymptoticVariance.run_variance' depends on axioms: [propext, Classical.choice, Quot.sound]
```

## The limit and its hypotheses

The finite type `X` is the set of configurations. The entry `P x y` is the probability of moving from $x$ to $y$ in one step, and `p` is the distribution to be sampled. `IsStationary P p` says that the rows of $P$ are probability distributions, that $p$ is one too, and that a step leaves $p$ unchanged. Detailed balance is not assumed. `Mixes P p` says that $P^n(x,y)\to p(y)$ for all $x$ and $y$: the chain forgets where it started.

Observables are real functions on `X`. The product `P *ᵥ g` is the function
$$(Pg)(x)=\sum_y P(x,y)\,g(y),$$
the expected value of $g$ one step after $x$. The weighted product `ip p f g` is $\langle f,g\rangle_p=\sum_x p(x)f(x)g(x)$, and `autocov P p f k` is $c(k)=\langle f,P^kf\rangle_p$. No mean is subtracted in this definition, so it is an autocovariance in the usual sense only when $f$ has mean zero. For a measured quantity $A$, one takes $f$ to be $A$ minus its mean under $p$.

The theorem `asymptotic_variance` takes a function $g$ that solves the Poisson equation $g-Pg=f$. It states that, as $n\to\infty$,
$$c(0)+2\sum_{k=1}^n c(k)\;\longrightarrow\;\sigma^2:=\langle g,g\rangle_p-\langle Pg,Pg\rangle_p ,$$
and that $\sigma^2\ge0$. In Lean the sum runs over `Finset.range n` with the lag written as `k + 1`, which gives the lags $1,\dots,n$. By `poisson_solvable_iff`, a solution $g$ exists exactly when $f$ has mean zero under $p$.

## From autocovariances to the error bar of a run

The theorem `run_variance` states that
$$\frac1N\sum_{i,j=0}^{N-1}c(|i-j|)\;\longrightarrow\;\sigma^2 .$$
Despite its name, it contains no random trajectory. The link to a simulation is that $c(|i-j|)$ is the covariance of $f$ at times $i$ and $j$ when the first state is drawn from $p$. The double sum is then the variance of the summed samples, and the variance of their average is close to $\sigma^2/N$ for large $N$. A real run usually starts elsewhere and is equilibrated first; the theorem does not cover that step.

The result applies to Metropolis sampling of a lattice model with finitely many configurations and a fixed transition matrix, provided that the chain mixes, but not to walkers with continuous electron coordinates.

In the example `twoState`, the state changes with probability $1/4$ per step. With $f=(1,-1)$ and $g=(2,-2)$ one has $Pg=(1,-1)$, so $\sigma^2=4-1=3$. Since $c(0)=1$, a long run of $N$ samples has about the error bar of $N/3$ independent ones.

## Telescoping the sum

Write $\bar g=\sum_y p(y)g(y)$ for the mean. Stationarity gives
$$\sum_x p(x)(Pg)(x)=\sum_y\Big(\sum_x p(x)P(x,y)\Big)g(y)=\bar g ,$$
so $f=g-Pg$ has mean $\bar f=0$.

Now set $a_k=\langle f,P^kg\rangle_p$. Since $P^kf=P^kg-P^{k+1}g$, we have $c(k)=a_k-a_{k+1}$, and therefore
$$c(0)+2\sum_{k=1}^n c(k)=(a_0-a_1)+2(a_1-a_{n+1})=a_0+a_1-2a_{n+1}.$$
The first two terms give the limit:
$$a_0+a_1=\langle g-Pg,\,g+Pg\rangle_p=\langle g,g\rangle_p-\langle Pg,Pg\rangle_p=\sigma^2 .$$
Mixing gives $(P^ng)(x)\to\bar g$ for every $x$, so $a_{n+1}\to\bar f\,\bar g=0$.

For the sign, expand the variance of $g$ after one step from $x$, using that row $x$ of $P$ sums to one:
$$\sum_yP(x,y)\big(g(y)-(Pg)(x)\big)^2=(Pg^2)(x)-(Pg)(x)^2 .$$
Averaged over $p$, the first term on the right becomes $\langle g,g\rangle_p$ by stationarity, and the whole right-hand side becomes $\sigma^2$. Thus $\sigma^2$ is an average of variances and cannot be negative.

For the double sum, let $s_n=c(0)+2\sum_{k=1}^nc(k)$. Going from $N$ to $N+1$ samples adds one diagonal term $c(0)$, and a row and a column that each contribute $c(1)+\dots+c(N)$. The increase is $s_N$, so the double sum equals $s_0+\dots+s_{N-1}$. Divided by $N$, it is the running average of a convergent sequence and has the same limit.

To solve the Poisson equation for a given $f$ with $\bar f=0$, define $(Mv)(x)=v(x)-(Pv)(x)+\bar v$. The mean of $Mv$ is $\bar v$. If $Mv=0$, then $\bar v=0$ and $Pv=v$, hence $v=P^nv\to\bar v=0$. So $M$ is injective and, in finite dimension, surjective. Choose $g$ with $Mg=f$. Then $\bar g=\bar f=0$, and what remains is $g-Pg=f$.

## The same steps in Lean

`mean_step` exchanges the two sums and applies stationarity, and `tendsto_expectation` passes to the limit term by term in the finite sum for $P^ng$.

`partial_sum` is the telescoping identity. Its inner fact `hc` is $c(k)=a_k-a_{k+1}$, and `hb` is the factorisation of $a_0+a_1$. Induction on $n$ then adds one lag at a time, with `linarith` cancelling the terms. This lemma is pure algebra and needs neither stationarity nor mixing.

In `asymptotic_variance`, `hr` shows that the remainder vanishes, and `partial_sum` carries the limit over to the autocovariance sum. The sign comes from `one_step_variance`, whose right-hand side is a sum of nonnegative terms.

In `poisson_solvable_iff`, `hinj` is the injectivity of $M$, where uniqueness of limits forces $v=0$, and `LinearMap.injective_iff_surjective` supplies $g$.

`sum_over_pairs` is the row-and-column count, by induction on $N$; the new column is summed in reverse order to match the lags, and the new row equals it by symmetry. `run_variance` combines it with Mathlib's `cesaro` lemma for running averages. For the example, `hpow` gives the powers of the matrix in closed form, with entries $(1\pm2^{-n})/2$, from which mixing follows.

## A chain that alternates

Irreducibility is not enough in place of mixing for the autocovariance sum to converge. Take two states and a chain that switches at every step, with $p=(1/2,1/2)$ and $f=(1,-1)$. The function $g=(1/2,-1/2)$ satisfies $Pg=-g$, so $g-Pg=f$ and $\sigma^2=0$. But $c(k)=(-1)^k$, and the partial sums alternate between $1$ and $-1$ for ever.
